# McIntyre's excess noise factor from the moment equations at constant ionisation ratio

An avalanche is a random branching process, and it can be modelled either by the random number N of pairs or by the equations that its moments obey. The model here takes the second course: the integral equations for the mean gain M(x) and the second moment S(x) are the starting point, where x is the birthplace of the initial pair in a multiplication layer [0,W].

One carrier, say the electron, drifts towards W and ionises at rate α(y) per unit length. The hole drifts towards 0 and ionises at rate kα(y), with the same ratio k everywhere. For a function u on the layer, define

L[u](x) = ∫ₓᵂ αu + k ∫₀ˣ αu.

The moment equations are

M = 1 + L[M],  S = M² + L[S].

The first counts the initial pair and the mean offspring of its direct ionisations. The second stands for carriers that ionise independently and without memory: the positions of the initial pair's direct ionisations then form a Poisson process, and each starts an independent avalanche, so the variance of N is L[S].

If α, M and S are continuous on [0,W] and satisfy these equations, the excess noise factor for injection at x = 0 is

S(0)/M(0)² = kM(0) + (1−k)(2 − 1/M(0)).

In avalanche photodiode simulation this turns a computed gain into a noise factor, within a local model with constant k.

## Integrating the moment equations

Write A(x) = ∫₀ˣ α, G(x) = ∫₀ˣ αM and H(x) = ∫₀ˣ αS. Splitting the full integral at x gives

L[u](x) = ∫₀ᵂ αu − (1−k) ∫₀ˣ αu.

At x = 0 the gain equation reads M(0) = 1 + G(W). Subtracting this from the equation at x,

M(x) = M(0) − (1−k)G(x),  M′ = −(1−k)αM.

The product M exp((1−k)A) therefore has zero derivative, and

M(x) = M(0) exp(−(1−k)A(x)).

Inserting this in M(0) = 1 + G(W) gives

M(0)(1 − I) = 1,  I = ∫₀ᵂ α(y) exp(−(1−k)A(y)) dy.

In particular M(0) ≠ 0. The same subtraction for S gives S(0) = M(0)² + H(W) and

S(x) = S(0) − M(0)² + M(x)² − (1−k)H(x).

Now set r = S(0)/M(0) and D = H − rG + (1−k)G². Then

D′ = α[S − rM + 2(1−k)GM].

Substitute for S, and use S(0) = rM(0) and M + (1−k)G = M(0). The terms quadratic in the gain combine as

M² + 2(1−k)GM − M(0)² = −(1−k)²G²,

and what remains is D′ = −(1−k)αD. Since D(0) = 0, D vanishes throughout. At W, with G(W) = M(0) − 1 and H(W) = S(0) − M(0)², this says

S(0) − M(0)² − r(M(0) − 1) + (1−k)(M(0) − 1)² = 0.

Because S(0) = rM(0), it follows that

r = M(0)² − (1−k)(M(0) − 1)².

Dividing by M(0) gives

S(0)/M(0)² = M(0) − (1−k)(M(0) − 2 + 1/M(0)),

which is the stated formula. No step divides by 1−k, so k = 1 is included.

## The avalanche model in Lean

```lean
import Mathlib

open Set MeasureTheory

namespace McIntyreNoise

noncomputable section
```

The operator L becomes `cascade`. Its arguments `α` and `u` are functions on all of ℝ, but for x in the layer only their values on [0,W] enter.

```lean
/-- The operator `L`: the sum of `u` over all direct ionisations by a pair born at `x`, on average,
when one carrier ionises at rate `α` on the way to `W` and the other at rate `k α` on the way to
`0`. -/
def cascade (α : ℝ → ℝ) (k W : ℝ) (u : ℝ → ℝ) (x : ℝ) : ℝ :=
  (∫ y in x..W, α y * u y) + k * ∫ y in (0 : ℝ)..x, α y * u y
```

The two moment equations are predicates, imposed at every point of `Icc 0 W`. They are assumed, not derived from a probability space, and they leave out dead space and a position-dependent k.

```lean
/-- `M` solves the equation of the mean gain, `M = 1 + L[M]` on `[0, W]`. -/
def IsMeanGain (α : ℝ → ℝ) (k W : ℝ) (M : ℝ → ℝ) : Prop :=
  ∀ x ∈ Icc 0 W, M x = 1 + cascade α k W M x

/-- `S` solves the equation of the second moment of the gain, `S = M² + L[S]` on `[0, W]`. -/
def IsSecondMoment (α : ℝ → ℝ) (k W : ℝ) (M S : ℝ → ℝ) : Prop :=
  ∀ x ∈ Icc 0 W, S x = M x ^ 2 + cascade α k W S x
```

## Exponential decay of the gain

Since α is continuous only on the closed layer, two-sided derivatives are available only inside it. The first lemma supplies those derivatives, together with continuity of the running integral up to the ends.

```lean
variable {α M S : ℝ → ℝ} {k W : ℝ}

/-- The running integral of a function continuous on `[0, W]` is continuous there, and its
derivative inside the interval is the function. -/
theorem running_integral {f : ℝ → ℝ} (hW : 0 ≤ W) (hf : ContinuousOn f (Icc 0 W)) :
    ContinuousOn (fun x => ∫ t in (0 : ℝ)..x, f t) (Icc 0 W) ∧
      ∀ x ∈ Ioo 0 W, HasDerivAt (fun y => ∫ t in (0 : ℝ)..y, f t) (f x) x := by
  constructor
  · have h := intervalIntegral.continuousOn_primitive_interval (μ := volume) (a := 0) (b := W)
      (f := f) (by rw [uIcc_of_le hW]; exact hf.integrableOn_Icc)
    rwa [uIcc_of_le hW] at h
  · intro x hx
    exact intervalIntegral.integral_hasDerivAt_right
      ((hf.mono (Icc_subset_Icc_right hx.2.le)).intervalIntegrable_of_Icc hx.1.le)
      (ContinuousOn.stronglyMeasurableAtFilter isOpen_Ioo (hf.mono Ioo_subset_Icc_self) x hx)
      (hf.continuousAt (Icc_mem_nhds hx.1 hx.2))
```

This is enough for the integrating factor. The mean value theorem, `exists_hasDerivAt_eq_slope`, turns the zero derivative of the product into equal values at 0 and x.

```lean
/-- A continuous quantity with `D' = -c α D` inside `[0, W]`, for continuous `α`, follows the
exponential law `D(x) = D(0) exp(-c ∫₀ˣ α)`. -/
theorem exponential_law {D : ℝ → ℝ} {c : ℝ} (hW : 0 ≤ W) (hα : ContinuousOn α (Icc 0 W))
    (hD : ContinuousOn D (Icc 0 W))
    (hd : ∀ x ∈ Ioo 0 W, HasDerivAt D (-(c * α x * D x)) x) :
    ∀ x ∈ Icc 0 W, D x = D 0 * Real.exp (-(c * ∫ t in (0 : ℝ)..x, α t)) := by
  intro x hx
  obtain ⟨pc, pd⟩ := running_integral hW hα
  rcases hx.1.eq_or_lt with h | h
  · rw [← h]; simp
  -- the product with the integrating factor has zero derivative
  have hc : ContinuousOn (fun y => D y * Real.exp (c * ∫ t in (0 : ℝ)..y, α t)) (Icc 0 x) :=
    (hD.mul (continuousOn_const.mul pc).rexp).mono (Icc_subset_Icc_right hx.2)
  have hder : ∀ y ∈ Ioo 0 x,
      HasDerivAt (fun y => D y * Real.exp (c * ∫ t in (0 : ℝ)..y, α t)) 0 y := by
    intro y hy
    have hy' : y ∈ Ioo 0 W := ⟨hy.1, hy.2.trans_le hx.2⟩
    exact ((hd y hy').fun_mul ((pd y hy').const_mul c).exp).congr_deriv (by ring)
  obtain ⟨z, _, e⟩ := exists_hasDerivAt_eq_slope _ (fun _ => (0 : ℝ)) h hc hder
  have hx0 : x - 0 ≠ 0 := by simpa using h.ne'
  have e1 := sub_eq_zero.mp ((div_eq_zero_iff.mp e.symm).resolve_right hx0)
  have e2 : D x * Real.exp (c * ∫ t in (0 : ℝ)..x, α t) = D 0 := by simpa using e1
  rw [← e2, mul_assoc, ← Real.exp_add, add_neg_cancel, Real.exp_zero, mul_one]
```

The next lemma is the splitting of the integral at x.

```lean
/-- For continuous `α` and `u`, `L[u](x)` is the integral of `α u` over the whole layer less
`1 - k` times its part from `0` to `x`. -/
theorem cascade_eq {u : ℝ → ℝ} (hα : ContinuousOn α (Icc 0 W)) (hu : ContinuousOn u (Icc 0 W))
    {x : ℝ} (hx : x ∈ Icc 0 W) :
    cascade α k W u x =
      (∫ y in (0 : ℝ)..W, α y * u y) - (1 - k) * ∫ y in (0 : ℝ)..x, α y * u y := by
  have hf : ContinuousOn (fun y => α y * u y) (Icc 0 W) := hα.mul hu
  have h := intervalIntegral.integral_add_adjacent_intervals (μ := volume)
    ((hf.mono (Icc_subset_Icc_right hx.2)).intervalIntegrable_of_Icc hx.1)
    ((hf.mono (Icc_subset_Icc_left hx.1)).intervalIntegrable_of_Icc hx.2)
  unfold cascade
  linear_combination h
```

In `gain_profile`, `hlin` is the relation M(x) = M(0) − (1−k)G(x). Differentiating it gives the hypothesis of `exponential_law` with c = 1−k.

```lean
/-- For continuous `α`, a continuous mean gain varies with the birthplace of the pair as
`M(x) = M(0) exp(-(1 - k) ∫₀ˣ α)`. -/
theorem gain_profile (hW : 0 ≤ W) (hα : ContinuousOn α (Icc 0 W))
    (hMc : ContinuousOn M (Icc 0 W)) (hM : IsMeanGain α k W M) :
    ∀ x ∈ Icc 0 W, M x = M 0 * Real.exp (-((1 - k) * ∫ t in (0 : ℝ)..x, α t)) := by
  have h0 := hM 0 ⟨le_rfl, hW⟩
  simp only [cascade, intervalIntegral.integral_same, mul_zero, add_zero] at h0
  have hlin : ∀ x ∈ Icc 0 W, M x = M 0 - (1 - k) * ∫ y in (0 : ℝ)..x, α y * M y := by
    intro x hx
    have h := hM x hx
    rw [cascade_eq hα hMc hx] at h
    linear_combination h - h0
  refine exponential_law hW hα hMc fun x hx => ?_
  have hg : HasDerivAt (fun y => ∫ t in (0 : ℝ)..y, α t * M t) (α x * M x) x :=
    (running_integral hW (hα.mul hMc)).2 x hx
  refine HasDerivAt.congr_of_eventuallyEq
    (((hg.const_mul (1 - k)).const_sub (M 0)).congr_deriv (by ring)) ?_
  filter_upwards [Icc_mem_nhds hx.1 hx.2] with y hy using hlin y hy
```

Inserting the profile in the gain equation at x = 0 gives M(0)(1 − I) = 1.

```lean
/-- For continuous `α` and `M`, the gain at `x = 0` times one minus the ionisation integral
equals one. -/
theorem gain_formula (hW : 0 ≤ W) (hα : ContinuousOn α (Icc 0 W))
    (hMc : ContinuousOn M (Icc 0 W)) (hM : IsMeanGain α k W M) :
    M 0 * (1 - ∫ y in (0 : ℝ)..W,
      α y * Real.exp (-((1 - k) * ∫ t in (0 : ℝ)..y, α t))) = 1 := by
  have h0 := hM 0 ⟨le_rfl, hW⟩
  simp only [cascade, intervalIntegral.integral_same, mul_zero, add_zero] at h0
  have hi : (∫ y in (0 : ℝ)..W, α y * M y) = M 0 * ∫ y in (0 : ℝ)..W,
      α y * Real.exp (-((1 - k) * ∫ t in (0 : ℝ)..y, α t)) := by
    rw [← intervalIntegral.integral_const_mul]
    apply intervalIntegral.integral_congr
    intro y hy
    rw [uIcc_of_le hW] at hy
    beta_reduce
    rw [gain_profile hW hα hMc hM y hy]
    ring
  linear_combination h0 + hi
```

In a device calculation that adopts this constant-k model, α can be tabulated from the field profile and integrated over the layer to give A(W). No second quadrature is needed, because the integrand of I is an exact derivative: I = (1 − exp(−(1−k)A(W)))/(1−k) for k ≠ 1, and I = A(W) for k = 1. If I < 1, the gain is M(0) = 1/(1 − I), and the noise formula can be evaluated with the chosen k. As I approaches 1 from below the gain diverges, which is the breakdown condition of this model.

## The second moment and the noise factor

The proof of `second_moment` follows the function D. The number `r` is introduced by `r * M 0 = S 0`, `a'` and `b'` are the expressions for M(x) and S(x), and the first `linear_combination` after `congr_deriv` verifies D′ = −(1−k)αD. Applying `exponential_law` at W gives `key`, the statement D(W) = 0.

```lean
/-- For continuous `α`, `M` and `S`, the second moment of the gain at `x = 0` is
`M(0) (M(0)² - (1 - k) (M(0) - 1)²)`, where `M(0)` is the mean gain there. -/
theorem second_moment (hW : 0 ≤ W) (hα : ContinuousOn α (Icc 0 W))
    (hMc : ContinuousOn M (Icc 0 W)) (hSc : ContinuousOn S (Icc 0 W))
    (hM : IsMeanGain α k W M) (hS : IsSecondMoment α k W M S) :
    S 0 = M 0 * (M 0 ^ 2 - (1 - k) * (M 0 - 1) ^ 2) := by
  have hne : M 0 ≠ 0 := left_ne_zero_of_mul_eq_one (gain_formula hW hα hMc hM)
  obtain ⟨r, hr⟩ : ∃ r, r * M 0 = S 0 := ⟨S 0 / M 0, div_mul_cancel₀ _ hne⟩
  -- running integrals of `α M` and `α S`
  obtain ⟨G, hG⟩ : ∃ G : ℝ → ℝ, G = fun x => ∫ t in (0 : ℝ)..x, α t * M t := ⟨_, rfl⟩
  obtain ⟨H, hH⟩ : ∃ H : ℝ → ℝ, H = fun x => ∫ t in (0 : ℝ)..x, α t * S t := ⟨_, rfl⟩
  obtain ⟨Gc, Gd⟩ := running_integral hW (hα.mul hMc)
  obtain ⟨Hc, Hd⟩ := running_integral hW (hα.mul hSc)
  change ContinuousOn (fun x => ∫ t in (0 : ℝ)..x, α t * M t) _ at Gc
  change ContinuousOn (fun x => ∫ t in (0 : ℝ)..x, α t * S t) _ at Hc
  change ∀ x ∈ Ioo 0 W, HasDerivAt (fun x => ∫ t in (0 : ℝ)..x, α t * M t) (α x * M x) x at Gd
  change ∀ x ∈ Ioo 0 W, HasDerivAt (fun x => ∫ t in (0 : ℝ)..x, α t * S t) (α x * S x) x at Hd
  rw [← hG] at Gc Gd
  rw [← hH] at Hc Hd
  have G0 : G 0 = 0 := by simp [hG]
  have H0 : H 0 = 0 := by simp [hH]
  have eM : ∀ x ∈ Icc 0 W, M x = 1 + (G W - (1 - k) * G x) := by
    intro x hx
    rw [hG, hM x hx, cascade_eq hα hMc hx]
  have eS : ∀ x ∈ Icc 0 W, S x = M x ^ 2 + (H W - (1 - k) * H x) := by
    intro x hx
    rw [hH, hS x hx, cascade_eq hα hSc hx]
  have m0 := eM 0 ⟨le_rfl, hW⟩
  have s0 := eS 0 ⟨le_rfl, hW⟩
  rw [G0] at m0
  rw [H0] at s0
  -- this combination obeys a homogeneous linear equation and starts from zero
  have key := exponential_law (D := fun x => H x - r * G x + (1 - k) * (G x * G x))
    (c := 1 - k) hW hα
    ((Hc.sub (continuousOn_const.mul Gc)).add (continuousOn_const.mul (Gc.mul Gc)))
    (fun x hx => by
      have a := eM x (Ioo_subset_Icc_self hx)
      have b := eS x (Ioo_subset_Icc_self hx)
      have a' : M x = M 0 - (1 - k) * G x := by linear_combination a - m0
      have b' : S x = S 0 - M 0 ^ 2 + M x ^ 2 - (1 - k) * H x := by linear_combination b - s0
      refine (((Hd x hx).fun_sub ((Gd x hx).const_mul r)).fun_add
        (((Gd x hx).fun_mul (Gd x hx)).const_mul (1 - k))).congr_deriv ?_
      linear_combination α x * b' + α x * (M x + (1 - k) * G x + M 0 - r) * a' - α x * hr)
    W ⟨hW, le_rfl⟩
  simp only [G0, H0, mul_zero, sub_zero, add_zero, zero_mul] at key
  have gW : G W = M 0 - 1 := by linear_combination -m0
  have hHW : H W = S 0 - M 0 ^ 2 := by linear_combination -s0
  rw [gW, hHW] at key
  have hr2 : r = M 0 ^ 2 - (1 - k) * (M 0 - 1) ^ 2 := by linear_combination key + hr
  linear_combination M 0 * hr2 - hr
```

The main theorem divides by M(0)². It assumes `0 ≤ W` and continuity on the layer, but no sign condition on α, k or M(0); the gain formula supplies M(0) ≠ 0. Its conclusion concerns injection at x = 0 only.

```lean
/-- **McIntyre's formula**: for continuous `α`, `M` and `S`, the excess noise factor at `x = 0`
is `k M(0) + (1 - k)(2 - 1/M(0))`. -/
theorem mcintyre (hW : 0 ≤ W) (hα : ContinuousOn α (Icc 0 W))
    (hMc : ContinuousOn M (Icc 0 W)) (hSc : ContinuousOn S (Icc 0 W))
    (hM : IsMeanGain α k W M) (hS : IsSecondMoment α k W M S) :
    S 0 / M 0 ^ 2 = k * M 0 + (1 - k) * (2 - 1 / M 0) := by
  have hne : M 0 ≠ 0 := left_ne_zero_of_mul_eq_one (gain_formula hW hα hMc hM)
  have hi : 1 / M 0 * M 0 = 1 := div_mul_cancel₀ _ hne
  rw [second_moment hW hα hMc hSc hM hS, div_eq_iff (pow_ne_zero 2 hne)]
  generalize 1 / M 0 = i at hi ⊢
  linear_combination (1 - k) * M 0 * hi
```

## Bounds below breakdown

Signs matter for the physical reading. If α ≥ 0 and M(0) > 0, the exponential profile makes M positive throughout, so G(W) ≥ 0 and M(0) ≥ 1.

```lean
/-- With a continuous ionisation rate `α ≥ 0`, a continuous mean gain that is positive at `x = 0`
is at least one there. -/
theorem one_le_gain (hW : 0 ≤ W) (hα : ContinuousOn α (Icc 0 W))
    (hMc : ContinuousOn M (Icc 0 W)) (hM : IsMeanGain α k W M)
    (hpos : ∀ x ∈ Icc 0 W, 0 ≤ α x) (h0 : 0 < M 0) : 1 ≤ M 0 := by
  have h := hM 0 ⟨le_rfl, hW⟩
  simp only [cascade, intervalIntegral.integral_same, mul_zero, add_zero] at h
  have hn : 0 ≤ ∫ y in (0 : ℝ)..W, α y * M y :=
    intervalIntegral.integral_nonneg hW fun y hy => mul_nonneg (hpos y hy) (by
      rw [gain_profile hW hα hMc hM y hy]
      exact (mul_pos h0 (Real.exp_pos _)).le)
  linarith
```

For 0 ≤ k ≤ 1 the noise factor lies between the values that the formula gives at k = 0 and k = 1 for the same M(0). Their difference is (M(0) − 1)²/M(0), which is nonnegative when M(0) > 0.

```lean
/-- For `0 ≤ k ≤ 1`, continuous `α`, `M`, `S` and `M(0) > 0`, the excess noise factor at `x = 0`
lies between `2 - 1/M(0)` and `M(0)`. -/
theorem noise_bounds (hW : 0 ≤ W) (hα : ContinuousOn α (Icc 0 W))
    (hMc : ContinuousOn M (Icc 0 W)) (hSc : ContinuousOn S (Icc 0 W))
    (hM : IsMeanGain α k W M) (hS : IsSecondMoment α k W M S)
    (hk : 0 ≤ k) (hk1 : k ≤ 1) (h0 : 0 < M 0) :
    2 - 1 / M 0 ≤ S 0 / M 0 ^ 2 ∧ S 0 / M 0 ^ 2 ≤ M 0 := by
  rw [mcintyre hW hα hMc hSc hM hS]
  have hi : 1 / M 0 * M 0 = 1 := div_mul_cancel₀ _ h0.ne'
  have hp : 0 < 1 / M 0 := by positivity
  generalize 1 / M 0 = i at hi hp ⊢
  -- the gap between the two bounds is `(M - 1)² / M`
  have e : i * (M 0 - 1) ^ 2 = M 0 - 2 + i := by linear_combination (M 0 - 2) * hi
  have hgap : 0 ≤ M 0 - 2 + i := by rw [← e]; positivity
  constructor
  · linarith [mul_nonneg hk hgap]
  · linarith [mul_nonneg (sub_nonneg.mpr hk1) hgap]
```

Without M(0) > 0 both results fail. Take α = 1, k = 1 and W = 2. The constant functions M = −1 and S = −1 solve the moment equations, since −1 = 1 + 2·(−1) in both cases. McIntyre's formula still holds, with both sides equal to −1, but the gain is below one and the lower bound would demand 3 ≤ −1. Here I = 2, so the layer is beyond breakdown and the solution is not the mean of any avalanche. A program that solves the linear gain equation should therefore check the sign of M(0) before reporting a noise factor.

## An explicit solution for one ionising carrier

For α = 1 and k = 0 only the electron ionises, and M(x) = exp(W−x) with S = 2M² − M solves both equations. The proof evaluates the integral in each equation through an explicit antiderivative. For W ≥ 0 the noise factor at x = 0 is 2 − exp(−W), which starts at 1 for a layer of zero width and approaches 2 for a wide one. Existence of solutions for general α and k is not established here.

```lean
/-- For `α = 1` and `k = 0`, the functions `M = exp(W - x)` and `S = 2M² - M` solve the two
moment equations. -/
theorem moments_witness (W : ℝ) :
    IsMeanGain (fun _ => 1) 0 W (fun x => Real.exp (W - x)) ∧
      IsSecondMoment (fun _ => 1) 0 W (fun x => Real.exp (W - x))
        (fun x => 2 * Real.exp (W - x) ^ 2 - Real.exp (W - x)) := by
  have hE : ∀ y, HasDerivAt (fun t => Real.exp (W - t)) (-Real.exp (W - y)) y := fun y =>
    (((hasDerivAt_id' y).const_sub W).exp).congr_deriv (by ring)
  constructor
  · intro x _
    have i1 : (∫ y in x..W, (1 : ℝ) * Real.exp (W - y)) =
        -Real.exp (W - W) - -Real.exp (W - x) :=
      intervalIntegral.integral_eq_sub_of_hasDerivAt (f := fun y => -Real.exp (W - y))
        (fun y _ => (hE y).fun_neg.congr_deriv (by ring))
        (Continuous.intervalIntegrable (by fun_prop) _ _)
    simp only [cascade]
    rw [i1, sub_self, Real.exp_zero]
    ring
  · intro x _
    have i2 : (∫ y in x..W, (1 : ℝ) * (2 * Real.exp (W - y) ^ 2 - Real.exp (W - y))) =
        (Real.exp (W - W) - Real.exp (W - W) * Real.exp (W - W)) -
          (Real.exp (W - x) - Real.exp (W - x) * Real.exp (W - x)) :=
      intervalIntegral.integral_eq_sub_of_hasDerivAt
        (f := fun y => Real.exp (W - y) - Real.exp (W - y) * Real.exp (W - y))
        (fun y _ => ((hE y).fun_sub ((hE y).fun_mul (hE y))).congr_deriv (by ring))
        (Continuous.intervalIntegrable (by fun_prop) _ _)
    simp only [cascade]
    rw [i2, sub_self, Real.exp_zero]
    ring

end

end McIntyreNoise
```

```lean
#print axioms McIntyreNoise.one_le_gain
#print axioms McIntyreNoise.noise_bounds
```

```
'McIntyreNoise.one_le_gain' depends on axioms: [propext, Classical.choice, Quot.sound]
'McIntyreNoise.noise_bounds' depends on axioms: [propext, Classical.choice, Quot.sound]
```
